# Energy and minimality of the tanh domain wall in a one-dimensional double-well model

Below a continuous displacive transition a one-component soft mode freezes in with either sign, and regions of opposite sign meet at a domain wall. As a supercell calculation approaches the transition from the ordered side, two questions arise: what does the wall cost, and does it still fit in the cell?

## The wall energy and a bound on its profile

Let $u(x)$ be the mode amplitude at position $x$ along the wall normal, with energy

$$E[u]=\int_{\mathbb R}\Big[\tfrac c2 u'^2+\tfrac b4\big(u^2-\tfrac ab\big)^2\Big]dx,\qquad a,b,c>0.$$

Here $a$ measures the harmonic instability of the mode and falls to zero at the transition, $b$ the quartic anharmonicity that stops it, and $c$ the cost of spatial variation. The bulk states are $\pm q$ with $q=\sqrt{a/b}$. Put $k=\sqrt{a/(2c)}$. The profile $u=q\tanh(kx)$ solves $cu''=-au+bu^3$ and has energy

$$E_{\rm wall}=\frac{2\sqrt{2c}\,a^{3/2}}{3b}.$$

No differentiable finite-energy profile running from $-q$ to $q$ has less. For $\eta>0$, if $aL^2<2c\eta^2$, then $|u(x)|<\eta q$ whenever $|x|\le L$.

## Reference values and cell lengths

For a code that relaxes a wall in this static, one-component continuum model and integrates its energy, the formula gives a reference value, and the bound gives a quick first test of the cell length. A window of half-length $L$, centred on the wall, in which this wall is to reach the fraction $\eta$ of its bulk value needs $aL^2\ge 2c\eta^2$. This is necessary but not sufficient: for $\eta=0.9$ it allows $kL=0.9$, where the profile has reached only about $0.72$ of the bulk value. For $\eta<1$ the exact condition is $kL\ge\operatorname{artanh}\eta$, which is about $1.47$ for $\eta=0.9$.

At fixed $b$ and $c$, $E_{\rm wall}\to0$ as $a\to0^+$, while the width $1/k=\sqrt{2c/a}$ grows without limit. The wall becomes cheap and too wide for any fixed cell.

## From the equation of motion to the least energy

The definitions give $bq^2=a$ and $2ck^2=a$. Write $t=\tanh(kx)$, so that $t'=k(1-t^2)$. Then $u'=qk(1-t^2)$ and

$$cu''=-2ck^2qt(1-t^2)=-aqt+aqt^3=-au+bu^3.$$

The gradient term is $\tfrac12ck^2q^2(1-t^2)^2$. The double-well term is $\tfrac14bq^4(1-t^2)^2$, which is the same, since $bq^2=2ck^2$. The density is therefore

$$ck^2q^2(1-t^2)^2=\frac{d}{dx}\Big[ckq^2\big(t-\tfrac{t^3}{3}\big)\Big].$$

It is non-negative and its primitive has finite limits, so it is integrable. As $t$ runs from $-1$ to $1$, the total is $\tfrac43ckq^2=4ack/(3b)$. Inserting $k=\sqrt a/\sqrt{2c}$ gives $E_{\rm wall}$.

For a competitor $u$, let $s=\sqrt{bc/2}$. Completing the square gives

$$\tfrac c2u'^2+\tfrac b4(u^2-q^2)^2\mp s(q^2-u^2)u'=\frac{\big(cu'\mp s(q^2-u^2)\big)^2}{2c}\ge0.$$

The density thus dominates the absolute value of the derivative of $s(q^2u-u^3/3)$. Integrating that derivative from $-q$ to $q$ gives $\tfrac43sq^3$. Since $sq=ck$, this is $\tfrac43ckq^2=E_{\rm wall}$.

Finally, the slope of $\tanh(kx)$ lies between $0$ and $k$, so $|\tanh(kx)|\le k|x|\le kL<\eta$ when $|x|\le L$ and $aL^2<2c\eta^2$.

## The Lean file

```lean
import Mathlib

open Filter Topology MeasureTheory

noncomputable section

namespace SoftModeDomainWall

/-- The tanh domain-wall profile, for positive `a`, `b`, `c`. -/
def wall (a b c x : ℝ) : ℝ := √(a / b) * Real.tanh (x * √(a / (2 * c)))

/-- Gradient energy plus double-well energy per unit length, measured from the bulk minimum, for
positive `a`, `b`, `c` and `u` differentiable at `x`. -/
def energyDensity (a b c : ℝ) (u : ℝ → ℝ) (x : ℝ) : ℝ :=
  c * deriv u x ^ 2 / 2 + b / 4 * (u x ^ 2 - a / b) ^ 2

/-- Total energy on the infinite line of a differentiable displacement profile whose energy density
is integrable, for positive `a`, `b`, `c`. -/
def energy (a b c : ℝ) (u : ℝ → ℝ) : ℝ := ∫ x, energyDensity a b c u x

/-- The closed formula for the energy of one wall, for positive `a`, `b`, `c`. -/
def wallTension (a b c : ℝ) : ℝ := 2 * √(2 * c) * a ^ (3 / 2 : ℝ) / (3 * b)

/-- A differentiable profile of finite energy that runs from the bulk state `-√(a/b)` on the far
left to `√(a/b)` on the far right, for positive `a`, `b`, `c`. -/
def JoinsBulkStates (a b c : ℝ) (u : ℝ → ℝ) : Prop :=
  Differentiable ℝ u ∧ Tendsto u atBot (𝓝 (-√(a / b))) ∧
    Tendsto u atTop (𝓝 (√(a / b))) ∧ Integrable (energyDensity a b c u)

private lemma scales {a b c : ℝ} (ha : 0 < a) (hb : 0 < b) (hc : 0 < c) :
    b * √(a / b) ^ 2 = a ∧ 2 * c * √(a / (2 * c)) ^ 2 = a := by
  constructor
  · rw [Real.sq_sqrt (by positivity)]
    field_simp
  · rw [Real.sq_sqrt (by positivity)]
    field_simp

private lemma tanh_deriv (k x : ℝ) :
    HasDerivAt (fun y => Real.tanh (y * k)) ((1 - Real.tanh (x * k) ^ 2) * k) x := by
  have h0 : ∀ z, HasDerivAt Real.tanh (1 - Real.tanh z ^ 2) z := by
    intro z
    have hc := (Real.cosh_pos z).ne'
    have e : Real.tanh = fun y => Real.sinh y / Real.cosh y :=
      funext Real.tanh_eq_sinh_div_cosh
    rw [e]
    refine ((Real.hasDerivAt_sinh z).fun_div (Real.hasDerivAt_cosh z) hc).congr_deriv ?_
    rw [div_eq_iff (pow_ne_zero 2 hc), sub_mul, div_pow,
      div_mul_cancel₀ _ (pow_ne_zero 2 hc)]
    ring
  exact (h0 (x * k)).comp x (hasDerivAt_mul_const k)

private lemma tanh_limits {k : ℝ} (hk : 0 < k) :
    Tendsto (fun y => Real.tanh (y * k)) atBot (𝓝 (-1)) ∧
      Tendsto (fun y => Real.tanh (y * k)) atTop (𝓝 1) := by
  have e : ∀ y, Real.tanh y = 1 - 2 * (Real.exp (2 * y) + 1)⁻¹ := by
    intro y
    have := Real.exp_pos y
    rw [Real.tanh_eq_sinh_div_cosh, Real.sinh_eq, Real.cosh_eq, Real.exp_neg,
      show 2 * y = y + y by ring, Real.exp_add]
    field_simp
    ring
  have h0 : Tendsto (fun y : ℝ => Real.exp (2 * (y * k)) + 1) atTop atTop :=
    tendsto_atTop_add_const_right _ _ (Real.tendsto_exp_atTop.comp
      (Tendsto.const_mul_atTop two_pos (tendsto_id.atTop_mul_const hk)))
  have h1 := (h0.inv_tendsto_atTop.const_mul 2).const_sub 1
  rw [mul_zero, sub_zero] at h1
  have h2 : Tendsto (fun y => Real.tanh (y * k)) atTop (𝓝 1) :=
    h1.congr fun y => (e _).symm
  refine ⟨(h2.comp tendsto_neg_atBot_atTop).neg.congr fun y => ?_, h2⟩
  simp [neg_mul, Real.tanh_neg]

private lemma integrable_of_primitive {F G : ℝ → ℝ} {l m : ℝ}
    (hF : ∀ x, HasDerivAt F (G x) x) (hG : Continuous G) (hpos : ∀ x, 0 ≤ G x)
    (hB : Tendsto F atBot (𝓝 l)) (hT : Tendsto F atTop (𝓝 m)) : Integrable G := by
  refine integrable_of_intervalIntegral_norm_bounded (l := atTop) (a := fun n : ℝ => -n)
    (b := fun n => n) (m - l + 1) (fun _ => hG.integrableOn_Ioc)
    tendsto_neg_atTop_atBot tendsto_id ?_
  filter_upwards [(hT.sub (hB.comp tendsto_neg_atTop_atBot)).eventually_le_const
    (lt_add_one (m - l))] with n hn
  have e : (fun x => ‖G x‖) = G := funext fun x => Real.norm_of_nonneg (hpos x)
  rw [e, intervalIntegral.integral_eq_sub_of_hasDerivAt (fun x _ => hF x)
    (hG.intervalIntegrable _ _)]
  exact hn

private lemma tension_eq {a b c : ℝ} (ha : 0 < a) (hc : 0 < c) :
    wallTension a b c = 4 * a * c * √(a / (2 * c)) / (3 * b) := by
  have h1 : a ^ (3 / 2 : ℝ) = a * √a := by
    rw [Real.sqrt_eq_rpow, show (3 / 2 : ℝ) = 1 + 1 / 2 by norm_num,
      Real.rpow_add ha, Real.rpow_one]
  have h3 : √a = √(2 * c) * √(a / (2 * c)) := by
    rw [← Real.sqrt_mul (by positivity)]
    congr 1
    field_simp
  have hs : √(2 * c) ^ 2 = 2 * c := Real.sq_sqrt (by positivity)
  unfold wallTension
  rw [h1, h3]
  congr 1
  linear_combination 2 * a * √(a / (2 * c)) * hs

/-- The slope of the wall profile at each point. -/
theorem wall_hasDerivAt (a b c x : ℝ) :
    HasDerivAt (wall a b c)
      (√(a / b) * √(a / (2 * c)) * (1 - Real.tanh (x * √(a / (2 * c))) ^ 2)) x :=
  ((tanh_deriv (√(a / (2 * c))) x).const_mul (√(a / b))).congr_deriv (by ring)

/-- For positive `a`, `b`, `c` the wall solves the static equation `c u'' = -a u + b u³`. -/
theorem wall_equation {a b c : ℝ} (ha : 0 < a) (hb : 0 < b) (hc : 0 < c) (x : ℝ) :
    HasDerivAt (deriv (wall a b c))
      ((-a * wall a b c x + b * wall a b c x ^ 3) / c) x := by
  obtain ⟨hq, hk⟩ := scales ha hb hc
  have e : deriv (wall a b c) = fun y => √(a / b) * √(a / (2 * c)) *
      (1 - Real.tanh (y * √(a / (2 * c))) * Real.tanh (y * √(a / (2 * c)))) :=
    funext fun y => (wall_hasDerivAt a b c y).deriv.trans (by ring)
  rw [e]
  have ht := tanh_deriv (√(a / (2 * c))) x
  refine (((ht.fun_mul ht).const_sub 1).const_mul
    (√(a / b) * √(a / (2 * c)))).congr_deriv ?_
  rw [eq_div_iff hc.ne']
  unfold wall
  generalize Real.tanh (x * √(a / (2 * c))) = t
  linear_combination (-(√(a / b) * t * (1 - t ^ 2))) * hk - √(a / b) * t ^ 3 * hq

/-- For positive `a`, `b`, `c` the energy density of the wall is integrable, and the wall
energy is `2 √(2c) a^(3/2) / (3b)`. -/
theorem wall_energy {a b c : ℝ} (ha : 0 < a) (hb : 0 < b) (hc : 0 < c) :
    Integrable (energyDensity a b c (wall a b c)) ∧
      energy a b c (wall a b c) = 2 * √(2 * c) * a ^ (3 / 2 : ℝ) / (3 * b) := by
  obtain ⟨hq, hk⟩ := scales ha hb hc
  have hk0 : 0 < √(a / (2 * c)) := Real.sqrt_pos.2 (by positivity)
  -- the gradient and double-well terms add up to a multiple of (1 - t ^ 2) ^ 2
  have key : ∀ q k t : ℝ, b * q ^ 2 = a → 2 * c * k ^ 2 = a →
      c * k ^ 2 * q ^ 2 * (1 - t ^ 2) ^ 2 =
        c * (q * k * (1 - t ^ 2)) ^ 2 / 2 + b / 4 * ((q * t) ^ 2 - a / b) ^ 2 := by
    intro q k t h1 h2
    have hab : a / b = q ^ 2 := by
      rw [div_eq_iff hb.ne']
      linear_combination -h1
    rw [hab]
    linear_combination (1 - t ^ 2) ^ 2 * q ^ 2 / 4 * (h2 - h1)
  have hD : ∀ x, c * √(a / (2 * c)) ^ 2 * √(a / b) ^ 2 *
      (1 - Real.tanh (x * √(a / (2 * c))) ^ 2) ^ 2 =
        energyDensity a b c (wall a b c) x := by
    intro x
    unfold energyDensity
    rw [(wall_hasDerivAt a b c x).deriv]
    exact key _ _ _ hq hk
  have htc : Continuous fun y => Real.tanh (y * √(a / (2 * c))) :=
    continuous_iff_continuousAt.2 fun x => (tanh_deriv _ x).continuousAt
  have hG : Continuous (energyDensity a b c (wall a b c)) :=
    (continuous_const.mul ((continuous_const.sub (htc.pow 2)).pow 2)).congr hD
  have hpos : ∀ x, 0 ≤ energyDensity a b c (wall a b c) x := by
    intro x
    unfold energyDensity
    positivity
  -- an explicit primitive of the energy density
  have hF : ∀ x, HasDerivAt (fun y => c * √(a / (2 * c)) * √(a / b) ^ 2 *
      (Real.tanh (y * √(a / (2 * c))) - Real.tanh (y * √(a / (2 * c))) *
        Real.tanh (y * √(a / (2 * c))) * Real.tanh (y * √(a / (2 * c))) / 3))
      (energyDensity a b c (wall a b c) x) x := by
    intro x
    have ht := tanh_deriv (√(a / (2 * c))) x
    refine ((ht.fun_sub (((ht.fun_mul ht).fun_mul ht).div_const 3)).const_mul
      (c * √(a / (2 * c)) * √(a / b) ^ 2)).congr_deriv ?_
    rw [← hD x]
    ring
  obtain ⟨hB, hT⟩ := tanh_limits hk0
  have hB' := (hB.sub (((hB.mul hB).mul hB).div_const 3)).const_mul
    (c * √(a / (2 * c)) * √(a / b) ^ 2)
  have hT' := (hT.sub (((hT.mul hT).mul hT).div_const 3)).const_mul
    (c * √(a / (2 * c)) * √(a / b) ^ 2)
  have hI := integrable_of_primitive hF hG hpos hB' hT'
  refine ⟨hI, ?_⟩
  change _ = wallTension a b c
  unfold energy
  rw [integral_of_hasDerivAt_of_tendsto hF hI hB' hT', tension_eq ha hc,
    eq_div_iff (by positivity)]
  linear_combination 4 * c * √(a / (2 * c)) * hq

/-- For positive `a`, `b`, `c` every finite-energy profile joining the two bulk states costs
at least the wall energy. -/
theorem wallTension_le_energy {a b c : ℝ} (ha : 0 < a) (hb : 0 < b) (hc : 0 < c)
    {u : ℝ → ℝ} (h : JoinsBulkStates a b c u) : wallTension a b c ≤ energy a b c u := by
  obtain ⟨hu, hB, hT, hE⟩ := h
  obtain ⟨hq, hk⟩ := scales ha hb hc
  have hq0 : 0 < √(a / b) := Real.sqrt_pos.2 (by positivity)
  rw [tension_eq ha hc]
  generalize √(a / (2 * c)) = k at hk ⊢
  generalize √(a / b) = q at hq hq0 hB hT
  obtain ⟨s, hsq⟩ : ∃ s, s * q = c * k := ⟨c * k / q, div_mul_cancel₀ _ hq0.ne'⟩
  have hs : 2 * s ^ 2 = b * c := mul_right_cancel₀ (pow_ne_zero 2 hq0.ne') (by
    linear_combination 2 * (s * q + c * k) * hsq + c * hk - c * hq)
  have hab : a / b = q ^ 2 := by
    rw [div_eq_iff hb.ne']
    linear_combination -hq
  -- completing the square bounds the density below by the absolute value of a total derivative
  have key : ∀ v w : ℝ, |s * (q ^ 2 - w ^ 2) * v| ≤
      c * v ^ 2 / 2 + b / 4 * (w ^ 2 - a / b) ^ 2 := by
    intro v w
    rw [hab]
    have h1 : c * v ^ 2 / 2 + b / 4 * (w ^ 2 - q ^ 2) ^ 2 - s * (q ^ 2 - w ^ 2) * v =
        (c * v - s * (q ^ 2 - w ^ 2)) ^ 2 / (2 * c) := by
      rw [eq_div_iff (by positivity)]
      linear_combination (-(w ^ 2 - q ^ 2) ^ 2 / 2) * hs
    have h2 : c * v ^ 2 / 2 + b / 4 * (w ^ 2 - q ^ 2) ^ 2 + s * (q ^ 2 - w ^ 2) * v =
        (c * v + s * (q ^ 2 - w ^ 2)) ^ 2 / (2 * c) := by
      rw [eq_div_iff (by positivity)]
      linear_combination (-(w ^ 2 - q ^ 2) ^ 2 / 2) * hs
    have p1 : 0 ≤ (c * v - s * (q ^ 2 - w ^ 2)) ^ 2 / (2 * c) := by positivity
    have p2 : 0 ≤ (c * v + s * (q ^ 2 - w ^ 2)) ^ 2 / (2 * c) := by positivity
    exact abs_le.2 ⟨by linarith, by linarith⟩
  have hW : ∀ x, HasDerivAt (fun y => s * (q ^ 2 * u y - u y * u y * u y / 3))
      (s * (q ^ 2 - u x ^ 2) * deriv u x) x := by
    intro x
    have hx := (hu x).hasDerivAt
    exact (((hx.const_mul (q ^ 2)).fun_sub
      (((hx.fun_mul hx).fun_mul hx).div_const 3)).const_mul s).congr_deriv (by ring)
  have hI : Integrable fun x => s * (q ^ 2 - u x ^ 2) * deriv u x :=
    hE.mono' ((measurable_const.mul (measurable_const.sub
      (hu.continuous.measurable.pow_const 2))).mul (measurable_deriv u)).aestronglyMeasurable
      (ae_of_all _ fun x => (Real.norm_eq_abs _).le.trans (key _ _))
  have hint := integral_of_hasDerivAt_of_tendsto hW hI
    (((hB.const_mul (q ^ 2)).sub (((hB.mul hB).mul hB).div_const 3)).const_mul s)
    (((hT.const_mul (q ^ 2)).sub (((hT.mul hT).mul hT).div_const 3)).const_mul s)
  have hval : 4 * a * c * k / (3 * b) = ∫ x, s * (q ^ 2 - u x ^ 2) * deriv u x := by
    rw [hint, div_eq_iff (by positivity)]
    linear_combination (-4 * q ^ 2 * b) * hsq - 4 * c * k * hq
  rw [hval]
  exact integral_mono hI hE fun x => (le_abs_self _).trans (key _ _)

/-- For positive `a`, `b`, `c` the tanh wall joins the two bulk states and has the least
energy of all finite-energy profiles that do so. -/
theorem wall_minimises {a b c : ℝ} (ha : 0 < a) (hb : 0 < b) (hc : 0 < c) :
    JoinsBulkStates a b c (wall a b c) ∧
      ∀ u, JoinsBulkStates a b c u → energy a b c (wall a b c) ≤ energy a b c u := by
  obtain ⟨hI, hE⟩ := wall_energy ha hb hc
  have hk0 : 0 < √(a / (2 * c)) := Real.sqrt_pos.2 (by positivity)
  obtain ⟨hB, hT⟩ := tanh_limits hk0
  have hB' := hB.const_mul (√(a / b))
  have hT' := hT.const_mul (√(a / b))
  rw [mul_neg, mul_one] at hB'
  rw [mul_one] at hT'
  exact ⟨⟨fun x => (wall_hasDerivAt a b c x).differentiableAt, hB', hT', hI⟩,
    fun u hu => hE.le.trans (wallTension_le_energy ha hb hc hu)⟩

/-- At fixed positive `b` and `c` the wall energy vanishes as `a` tends to zero from above. -/
theorem wall_energy_tendsto_zero {b c : ℝ} (hb : 0 < b) (hc : 0 < c) :
    Tendsto (fun a => energy a b c (wall a b c)) (𝓝[>] 0) (𝓝 0) := by
  have h : Tendsto (fun a : ℝ => a ^ (3 / 2 : ℝ)) (𝓝 0) (𝓝 ((0 : ℝ) ^ (3 / 2 : ℝ))) :=
    Real.continuousAt_rpow_const _ _ (Or.inr (by norm_num))
  rw [Real.zero_rpow (by norm_num)] at h
  have h1 := (h.const_mul (2 * √(2 * c))).div_const (3 * b)
  rw [mul_zero, zero_div] at h1
  refine (h1.mono_left nhdsWithin_le_nhds).congr' ?_
  filter_upwards [self_mem_nhdsWithin] with a ha
  exact (wall_energy ha hb hc).2.symm

/-- Let `a`, `b`, `c`, `η` be positive. If `a L² < 2 c η²`, the wall displacement stays below
the fraction `η` of its bulk value everywhere in the cell `|x| ≤ L`. -/
theorem wall_exceeds_supercell {a b c η L x : ℝ} (ha : 0 < a) (hb : 0 < b) (hc : 0 < c)
    (hη : 0 < η) (hL : a * L ^ 2 < 2 * c * η ^ 2) (hx : |x| ≤ L) :
    |wall a b c x| < η * √(a / b) := by
  obtain ⟨-, hk⟩ := scales ha hb hc
  have hq0 : 0 < √(a / b) := Real.sqrt_pos.2 (by positivity)
  have hk0 : 0 < √(a / (2 * c)) := Real.sqrt_pos.2 (by positivity)
  unfold wall
  generalize √(a / (2 * c)) = k at hk hk0 ⊢
  have hsq : ∀ z, Real.tanh z ^ 2 < 1 := by
    intro z
    rw [Real.tanh_eq_sinh_div_cosh, div_pow, div_lt_one (pow_pos (Real.cosh_pos z) 2)]
    linarith [Real.cosh_sq z]
  -- the slope of tanh (k x) never exceeds k
  have h1 : ‖Real.tanh (x * k) - Real.tanh (0 * k)‖ ≤ k * ‖x - 0‖ :=
    Convex.norm_image_sub_le_of_norm_hasDerivWithin_le (s := Set.univ)
      (f := fun y => Real.tanh (y * k))
      (fun y _ => (tanh_deriv k y).hasDerivWithinAt)
      (fun y _ => by
        rw [Real.norm_eq_abs, abs_of_nonneg (mul_nonneg (by linarith [hsq (y * k)]) hk0.le)]
        nlinarith [mul_nonneg (sq_nonneg (Real.tanh (y * k))) hk0.le])
      convex_univ (Set.mem_univ _) (Set.mem_univ _)
  rw [zero_mul, Real.tanh_zero, sub_zero, sub_zero, Real.norm_eq_abs, Real.norm_eq_abs] at h1
  have hx2 : x ^ 2 ≤ L ^ 2 := sq_le_sq' (abs_le.1 hx).1 (abs_le.1 hx).2
  have h2 : 2 * c * (x * k) ^ 2 < 2 * c * η ^ 2 := by
    have e : 2 * c * (x * k) ^ 2 = a * x ^ 2 := by linear_combination x ^ 2 * hk
    rw [e]
    exact (mul_le_mul_of_nonneg_left hx2 ha.le).trans_lt hL
  have h3 : |x * k| < η :=
    abs_lt_of_sq_lt_sq (lt_of_mul_lt_mul_left h2 (by positivity)) hη.le
  rw [abs_mul, abs_of_pos hk0] at h3
  have h4 : |Real.tanh (x * k)| < η := by linarith [mul_comm k |x|]
  rw [abs_mul, abs_of_pos hq0]
  nlinarith [mul_pos hq0 (sub_pos.2 h4)]

end SoftModeDomainWall
```

```lean
#print axioms SoftModeDomainWall.wall_equation
#print axioms SoftModeDomainWall.wall_minimises
#print axioms SoftModeDomainWall.wall_energy_tendsto_zero
#print axioms SoftModeDomainWall.wall_exceeds_supercell
```

```
'SoftModeDomainWall.wall_equation' depends on axioms: [propext, Classical.choice, Quot.sound]
'SoftModeDomainWall.wall_minimises' depends on axioms: [propext, Classical.choice, Quot.sound]
'SoftModeDomainWall.wall_energy_tendsto_zero' depends on axioms: [propext, Classical.choice, Quot.sound]
'SoftModeDomainWall.wall_exceeds_supercell' depends on axioms: [propext, Classical.choice, Quot.sound]
```

## Reading the theorems

`wall` is the profile, `energyDensity` uses the actual derivative `deriv u`, and `energy` integrates over the whole line. `wall_equation` says that $u'$ has derivative $(-au+bu^3)/c$ at every point. `wall_energy` gives integrability and the closed formula, which `wallTension` abbreviates.

`JoinsBulkStates` defines the competitors: differentiable everywhere, with limits $\mp q$ at $\mp\infty$ and integrable density. Integrability has to be stated because Lean assigns the integral $0$ to a non-integrable function. `wallTension_le_energy` is the lower bound, and `wall_minimises` adds that the tanh wall is itself a competitor. `wall_energy_tendsto_zero` takes $a\to0$ from above, and `wall_exceeds_supercell` is the bound on $|x|\le L$.

## How the algebra and the integrals are checked

`scales` supplies $bq^2=a$ and $2ck^2=a$; `linear_combination` then verifies the polynomial identities from them. `tanh_deriv` and `tanh_limits` provide the calculus, and `tension_eq` rewrites the closed formula as $4ack/(3b)$. In the lower bound, `key` is the completed square, with both signs combined into an absolute value. The cell estimate uses Mathlib's mean-value inequality.

The central device is `integral_of_hasDerivAt_of_tendsto`, the fundamental theorem of calculus on the whole line. It takes a function with a derivative everywhere and limits at both ends, and returns the difference of the limits as the integral of the derivative. It also demands that the derivative be integrable, which the file establishes in two ways. For the wall, `integrable_of_primitive` bounds the integrals over $[-n,n]$ by means of the primitive. For a competitor, `hE.mono'` uses domination by the energy density.

## Limits for simulation work

The minimum is over differentiable profiles on an infinite line. Piecewise-linear finite-element profiles with kinks are not in that class, though the same argument, applied piece by piece, gives them the same bound when their energy is integrated exactly. A lattice sum or a quadrature may fall below the continuum value. Uniqueness is not claimed; indeed, shifting the wall leaves its energy unchanged.

The cell bound describes the infinite-line wall seen through a window. It does not determine the relaxed state of a finite cell with periodic $u$, where walls come in pairs and interact. Fluctuations, strain coupling and any temperature dependence of $b$ and $c$ are absent from the model.
